# The sum of squares of the spherical Bessel functions j₀ and j₁ is right-continuous at the origin and vanishes at infinity

The spherical Bessel functions j₀(y) = sin y / y and j₁(y) = (sin y − y cos y) / y² are the regular radial solutions for a free particle with angular momentum 0 and 1. The declaration states that j₀² + j₁² is continuous from the right at y = 0 and tends to 0 as y → ∞. At the origin j₀ is set to 1, and j₁ is 0 there because Lean evaluates division by zero as 0. The proof treats the origin by squeezing |j₁(y)| below y, and infinity by bounding both functions by 2/y.

Lean 4 with Mathlib refuses this proof:

```lean
import Mathlib

open Set Filter MeasureTheory
open scoped Topology Real

namespace ExchangeHoleEnergy

noncomputable section

/-- The spherical Bessel function `j0 y = sin y / y`, with value 1 at the origin. -/
def j0 (y : ℝ) : ℝ := Real.sinc y

/-- The spherical Bessel function `j1 y = (sin y - y cos y) / y ^ 2`. -/
def j1 (y : ℝ) : ℝ := (Real.sin y - y * Real.cos y) / y ^ 2

/-- The sum of squares `j0 ^ 2 + j1 ^ 2`. -/
def besselSq (y : ℝ) : ℝ := j0 y ^ 2 + j1 y ^ 2

/-- `j0 ^ 2 + j1 ^ 2` is continuous from the right at the origin and vanishes at infinity. -/
theorem besselSq_limits :
    ContinuousWithinAt besselSq (Ici 0) 0 ∧ Tendsto besselSq atTop (𝓝 0) := by
  constructor
  · have h1 : ContinuousWithinAt j1 (Ici 0) 0 := by
      have hz : j1 0 = 0 := by simp [j1]
      have hlim : Tendsto (fun y : ℝ => y) (𝓝[≥] 0) (𝓝 0) :=
        tendsto_id.mono_left nhdsWithin_le_nhds
      unfold ContinuousWithinAt
      rw [hz]
      refine squeeze_zero_norm' ?_ hlim
      -- near the origin |j1 y| ≤ y
      filter_upwards [self_mem_nhdsWithin,
        mem_nhdsWithin_of_mem_nhds (Iio_mem_nhds (zero_lt_one' ℝ))] with y hy hy1
      have hy1' : y < 1 := hy1
      rcases eq_or_lt_of_le (show (0 : ℝ) ≤ y from hy) with h | h
      · rw [← h, hz]
        simp
      · have hs := Real.sin_gt_sub_cube h hy1'.le
        have hs' := Real.sin_le h.le
        have hc := mul_le_mul_of_nonneg_left (Real.one_sub_sq_div_two_le_cos (x := y)) h.le
        have hc' := mul_le_mul_of_nonneg_left (Real.cos_le_one y) h.le
        rw [Real.norm_eq_abs, j1, abs_div, abs_of_pos (pow_pos h 2),
          div_le_iff₀ (pow_pos h 2), abs_le]
        constructor <;> nlinarith [pow_pos h 3]
    exact (Real.continuous_sinc.continuousWithinAt.pow 2).add (h1.pow 2)
  · have hl : Tendsto (fun y : ℝ => 2 / y) atTop (𝓝 0) :=
      tendsto_const_nhds.div_atTop tendsto_id
    -- both functions are bounded by 2 / y
    have h0 : Tendsto j0 atTop (𝓝 0) := by
      refine squeeze_zero_norm' ?_ hl
      filter_upwards [eventually_ge_atTop 1] with y hy
      have h : 0 < y := by linarith
      have hs : |Real.sin y| ≤ 2 := by linarith [Real.abs_sin_le_one y]
      rw [Real.norm_eq_abs, j0, Real.sinc_of_ne_zero h.ne', abs_div, abs_of_pos h]
      gcongr
    have h1 : Tendsto j1 atTop (𝓝 0) := by
      refine squeeze_zero_norm' ?_ hl
      filter_upwards [eventually_ge_atTop 1] with y hy
      have h : 0 < y := by linarith
      have hb : |Real.sin y - y * Real.cos y| ≤ 2 * y := by
        have c1 := mul_le_mul_of_nonneg_left (Real.cos_le_one y) h.le
        have c2 := mul_le_mul_of_nonneg_left (Real.neg_one_le_cos y) h.le
        rw [abs_le]
        constructor <;> linarith [Real.sin_le_one y, Real.neg_one_le_sin y]
      rw [Real.norm_eq_abs, j1, abs_div, abs_of_pos (pow_pos h 2),
        div_le_div_iff₀ (pow_pos h 2) h]
      nlinarith [mul_le_mul_of_nonneg_right hb h.le]
    have h : Tendsto besselSq atTop (𝓝 (0 ^ 2 + 0 ^ 2)) := (h0.pow 2).add (h1.pow 2)
    simpa using h

end

end ExchangeHoleEnergy
```

Lean reports:

```
Main.lean:37:19: error: Function expected at
  Real.sin_gt_sub_cube h
but this term has type
  y - y ^ 3 / 6 < Real.sin y

Note: Expected a function because this term is being applied to the argument
  hy1'.le
```

The message says that `Real.sin_gt_sub_cube h` is already a proof of `y - y ^ 3 / 6 < Real.sin y`. The lemma needs only the positivity of `y`, which `h` supplies. The attempt gave it a further argument, `hy1'.le`, a proof that `y ≤ 1`. Lean therefore tried to apply a finished inequality as if it were a function, and stopped with "Function expected". Deleting that argument cures the error.

The other changes are tidying. The condition `y < 1`, brought in by the second set in `filter_upwards` and restated as `hy1'`, was there to supply the surplus argument. The bound |j₁(y)| ≤ y follows for every y ≥ 0 from the sine and cosine inequalities already in the proof, so the restriction can go, and the comment is reworded to match.

After these edits no error is left:

```diff
@@ -28,12 +28,10 @@
       rw [hz]
       refine squeeze_zero_norm' ?_ hlim
-      -- near the origin |j1 y| ≤ y
-      filter_upwards [self_mem_nhdsWithin,
-        mem_nhdsWithin_of_mem_nhds (Iio_mem_nhds (zero_lt_one' ℝ))] with y hy hy1
-      have hy1' : y < 1 := hy1
+      -- |j1 y| ≤ y for y ≥ 0
+      filter_upwards [self_mem_nhdsWithin] with y hy
       rcases eq_or_lt_of_le (show (0 : ℝ) ≤ y from hy) with h | h
       · rw [← h, hz]
         simp
-      · have hs := Real.sin_gt_sub_cube h hy1'.le
+      · have hs := Real.sin_gt_sub_cube h
         have hs' := Real.sin_le h.le
         have hc := mul_le_mul_of_nonneg_left (Real.one_sub_sq_div_two_le_cos (x := y)) h.le
```
